# Conjugate eigenvalue pairs in the propagator of a chirally symmetric drive

After propagating a periodically driven few-level model over one period T > 0, one diagonalises the propagator U(T) and reads quasienergies ε from its eigenvalues z = exp(−iεT). If the drive is Hermitian and a matrix G with G² = 1 turns H(t) into −H(T−t), the quasienergies can be checked by comparing the list with its negative, modulo 2π/T. The comparison works because, in this finite-dimensional setting,

G U(T) G = U(T)†

and z and its complex conjugate z̄ are eigenvalues of equal multiplicity. Here † is the adjoint, `ᴴ` in Lean.

```lean
import Mathlib

open Matrix Complex
open scoped ComplexOrder

namespace ChiralDrivenSystem

noncomputable section

variable {n : Type*} [Fintype n] [DecidableEq n]
```

## The Schrödinger equation, started at the identity

The levels are labelled by a finite type `n`, and ħ = 1. `Evolves T H V` says that every matrix entry satisfies V′ = −iHV on [0,T], with one-sided derivatives at the ends.

```lean
/-- The matrix function `V` obeys the Schrödinger equation `V' = -i H V` on `[0, T]`,
entry by entry. -/
def Evolves (T : ℝ) (H V : ℝ → Matrix n n ℂ) : Prop :=
  ∀ t ∈ Set.Icc 0 T, ∀ i j,
    HasDerivWithinAt (fun s => V s i j) (((-I) • (H t * V t)) i j) (Set.Icc 0 T) t
```

`IsPropagator` adds U(0) = 1: no evolution has happened at time zero.

```lean
/-- `U` is the propagator of `H` on `[0, T]`: it obeys the Schrödinger equation and starts
at the identity. -/
structure IsPropagator (T : ℝ) (H U : ℝ → Matrix n n ℂ) : Prop where
  start : U 0 = 1
  evolves : Evolves T H U
```

Without this start the pairing can fail. For H = 0 the constant U = exp(iφ)·1 solves the equation, but its only eigenvalue is exp(iφ), which is unpaired unless sin φ = 0.

The propagator is given, not constructed. Continuity of H would guarantee that it exists, but the argument makes no other use of continuity, so it is not assumed. The theorems also take T ≥ 0, which puts both endpoints in the interval; for negative T the interval is empty and the equation says nothing about U(T).

## Hermiticity: no gain or loss

The symmetry and Hermiticity conditions sit together in one structure.

```lean
/-- A Hermitian drive on `[0, T]` with chiral symmetry: the involution `G` turns `H(t)`
into `-H(T - t)`. -/
structure IsChiralDrive (T : ℝ) (H : ℝ → Matrix n n ℂ) (G : Matrix n n ℂ) : Prop where
  hermitian : ∀ t ∈ Set.Icc 0 T, (H t)ᴴ = H t
  involution : G * G = 1
  chiral : ∀ t ∈ Set.Icc 0 T, G * H t * G = -H (T - t)
```

Hermiticity means that total probability is neither lost nor gained; the system can still exchange energy with the drive. By hand, it enters when two solutions U and V of the same equation are compared:

(U†V)′ = (−iHU)†V + U†(−iHV) = iU†HV − iU†HV = 0.

Hence U(t)†V(t) = U(0)†V(0). In Lean, `product_rule` differentiates the matrix product entry by entry.

```lean
omit [DecidableEq n] in
/-- The product rule for matrix functions, entry by entry. -/
theorem product_rule {A B : ℝ → Matrix n n ℂ} {A' B' : Matrix n n ℂ} {S : Set ℝ} {t : ℝ}
    (hA : ∀ i j, HasDerivWithinAt (fun s => A s i j) (A' i j) S t)
    (hB : ∀ i j, HasDerivWithinAt (fun s => B s i j) (B' i j) S t) (i j : n) :
    HasDerivWithinAt (fun s => (A s * B s) i j) ((A' * B t + A t * B') i j) S t := by
  have h := HasDerivWithinAt.fun_sum (u := Finset.univ)
    (fun k _ => (hA i k).fun_mul (hB k j))
  simp only [Matrix.mul_apply, Matrix.add_apply, ← Finset.sum_add_distrib]
  exact h
```

In `overlap_conserved`, `h0` is the cancellation above. The mean-value inequality with derivative bound 0 then shows that each entry is constant.

```lean
omit [DecidableEq n] in
/-- For a Hermitian `H(t)`, the overlap matrix `U(t)† V(t)` of two solutions of the same Schrödinger
equation keeps its initial value. -/
theorem overlap_conserved {T : ℝ} {H U V : ℝ → Matrix n n ℂ}
    (hH : ∀ t ∈ Set.Icc 0 T, (H t)ᴴ = H t) (hU : Evolves T H U) (hV : Evolves T H V)
    {t : ℝ} (ht : t ∈ Set.Icc 0 T) : (U t)ᴴ * V t = (U 0)ᴴ * V 0 := by
  ext i j
  have hd : ∀ r ∈ Set.Icc 0 T,
      HasDerivWithinAt (fun s => ((U s)ᴴ * V s) i j) 0 (Set.Icc 0 T) r := by
    intro r hr
    have h := product_rule (A := fun s => (U s)ᴴ) (A' := ((-I) • (H r * U r))ᴴ)
      (fun a b => (hU r hr b a).star) (hV r hr) i j
    -- the two contributions of the Hamiltonian cancel
    have h0 : ((-I) • (H r * U r))ᴴ * V r + (U r)ᴴ * ((-I) • (H r * V r)) = 0 := by
      simp [Matrix.conjTranspose_mul, hH r hr, Matrix.mul_assoc]
    exact h.congr_deriv (congrFun (congrFun h0 i) j)
  have h := Convex.norm_image_sub_le_of_norm_hasDerivWithin_le (f' := fun _ => (0 : ℂ))
    (C := 0) hd (fun _ _ => by simp) (convex_Icc 0 T)
    (Set.left_mem_Icc.2 (ht.1.trans ht.2)) ht
  rw [zero_mul] at h
  exact sub_eq_zero.1 (norm_le_zero_iff.1 h)
```

For a non-Hermitian drive the eigenvalue pairing can fail. With G = σz and constant H = cσx, c complex, the eigenvalues exp(±icT) are reciprocals of each other but in general not conjugates.

## G² = 1 and the reversed drive

Physically, G is typically a sublattice sign: +1 on one set of levels and −1 on the other. The condition G H(t) G = −H(T−t) combines this sign change with reflection of the pulse about its midpoint. Usually G is also unitary, but the proof does not need that.

Multiplying the condition by G from the left gives G H(T−t) = −H(t) G. Set V(t) = G U(T−t) G. Then

V′(t) = iG H(T−t) U(T−t) G = −iH(t) V(t),

so V solves the same equation as U. In the proof, `hR` is the chain rule for T−t and `hc` moves H through G.

```lean
/-- Under a chiral drive, the reversed and transformed propagator `G U(T - t) G` obeys the
same Schrödinger equation as `U(t)`. -/
theorem reversed_evolves {T : ℝ} {H U : ℝ → Matrix n n ℂ} {G : Matrix n n ℂ}
    (hH : IsChiralDrive T H G) (hU : Evolves T H U) :
    Evolves T H (fun t => G * U (T - t) * G) := by
  intro t ht i j
  have ht' : T - t ∈ Set.Icc 0 T := ⟨by linarith [ht.2], by linarith [ht.1]⟩
  have hR : ∀ a b, HasDerivWithinAt (fun s => U (T - s) a b)
      ((I • (H (T - t) * U (T - t))) a b) (Set.Icc 0 T) t := by
    intro a b
    have hmaps : Set.MapsTo (fun s : ℝ => T - s) (Set.Icc 0 T) (Set.Icc 0 T) :=
      fun s hs => ⟨sub_nonneg.2 hs.2, sub_le_self T hs.1⟩
    have h := HasDerivWithinAt.scomp t (hU (T - t) ht' a b)
      ((hasDerivAt_id' t).const_sub T).hasDerivWithinAt
      hmaps
    exact h.congr_deriv (by simp)
  have hG : ∀ a b, HasDerivWithinAt (fun _ : ℝ => G a b) ((0 : Matrix n n ℂ) a b)
      (Set.Icc 0 T) t := fun a b => hasDerivWithinAt_const _ _ _
  have h := product_rule (product_rule (A := fun _ => G) hG hR) (B := fun _ => G) hG i j
  -- chiral symmetry moves the Hamiltonian through `G`
  have hc : G * H (T - t) = -(H t * G) := by
    have h1 : H (T - t) = -(G * H t * G) := by rw [hH.chiral t ht, neg_neg]
    rw [h1, mul_neg, ← mul_assoc, ← mul_assoc, hH.involution, one_mul]
  refine h.congr_deriv (congrFun (congrFun ?_ i) j)
  simp only [zero_mul, zero_add, mul_zero, add_zero, Matrix.mul_smul, Matrix.smul_mul,
    neg_smul]
  rw [← smul_neg]
  congr 1
  calc G * (H (T - t) * U (T - t)) * G = (G * H (T - t)) * U (T - t) * G := by
        noncomm_ring
    _ = -(H t * (G * U (T - t) * G)) := by rw [hc]; noncomm_ring
```

Since V(0) = G U(T) G and V(T) = G² = 1, conservation of U†V between 0 and T gives U(T)† = G U(T) G.

```lean
/-- Chiral symmetry of the drive makes the full propagator satisfy `G U(T) G = U(T)†`. -/
theorem chiral_propagator {T : ℝ} (hT : 0 ≤ T) {H U : ℝ → Matrix n n ℂ}
    {G : Matrix n n ℂ} (hH : IsChiralDrive T H G) (hU : IsPropagator T H U) :
    G * U T * G = (U T)ᴴ := by
  have h := overlap_conserved hH.hermitian hU.evolves (reversed_evolves hH hU.evolves)
    (Set.right_mem_Icc.2 hT)
  simp only [sub_self, sub_zero, hU.start, Matrix.conjTranspose_one, one_mul, mul_one,
    hH.involution] at h
  exact h.symm
```

Without G² = 1 the condition can be empty: G = i·1 satisfies it for every constant H, and H = 1 then gives the single eigenvalue exp(−iT), which is unpaired unless sin T = 0.

An error that slips in readily is to write G H(t) G = −H(t) at each time and leave out the reflection. If H(t) at different times does not commute, G U(T) G then has its factors in the opposite order to U(T)†, and the two generally differ. The instantaneous condition suffices when also H(T−t) = H(t).

The chiral relation makes U(T) similar to U(T)†, which already gives z and z̄ equal multiplicity. The proof here takes a more explicit route, showing that G maps eigenvectors at z to eigenvectors at z̄. For this it uses unitarity, which is conservation with V = U.

```lean
/-- The propagator of a Hermitian drive is unitary at the final time. -/
theorem propagator_unitary {T : ℝ} (hT : 0 ≤ T) {H U : ℝ → Matrix n n ℂ}
    (hH : ∀ t ∈ Set.Icc 0 T, (H t)ᴴ = H t) (hU : IsPropagator T H U) :
    (U T)ᴴ * U T = 1 := by
  rw [overlap_conserved hH hU.evolves hU.evolves (Set.right_mem_Icc.2 hT), hU.start]
  simp
```

Write U for U(T), and let Uv = zv with v ≠ 0. Preservation of the norm gives |z| = 1, and U†U = 1 gives zU†v = v, so U†v = z̄v. The chiral relation also reads UG = GU†, hence

U(Gv) = GU†v = z̄ Gv.

These are the steps `hz`, `h3` and `h4` of `chiral_partner`.

```lean
/-- If `v` is an eigenvector of `U(T)` with eigenvalue `z`, then `G` maps it to a vector on
which `U(T)` acts as the complex conjugate of `z`. -/
theorem chiral_partner {T : ℝ} (hT : 0 ≤ T) {H U : ℝ → Matrix n n ℂ}
    {G : Matrix n n ℂ} (hH : IsChiralDrive T H G) (hU : IsPropagator T H U)
    {z : ℂ} {v : n → ℂ} (hv : U T *ᵥ v = z • v) :
    U T *ᵥ (G *ᵥ v) = star z • (G *ᵥ v) := by
  have hW := propagator_unitary hT hH.hermitian hU
  by_cases hv0 : v = 0
  · simp [hv0]
  -- unitarity puts the eigenvalue on the unit circle
  have h1 : star (U T *ᵥ v) ⬝ᵥ (U T *ᵥ v) = star v ⬝ᵥ v := by
    rw [Matrix.star_mulVec, ← Matrix.dotProduct_mulVec, Matrix.mulVec_mulVec, hW,
      Matrix.one_mulVec]
  rw [hv, star_smul, smul_dotProduct, dotProduct_smul, smul_eq_mul, smul_eq_mul] at h1
  have hs : star v ⬝ᵥ v ≠ 0 := mt dotProduct_star_self_eq_zero.1 hv0
  have hz : star z * z = 1 := mul_right_cancel₀ hs (by rw [one_mul, mul_assoc]; exact h1)
  have h2 : (U T)ᴴ *ᵥ (U T *ᵥ v) = v := by
    rw [Matrix.mulVec_mulVec, hW, Matrix.one_mulVec]
  rw [hv, Matrix.mulVec_smul] at h2
  have h3 : (U T)ᴴ *ᵥ v = star z • v := by
    calc (U T)ᴴ *ᵥ v = (star z * z) • ((U T)ᴴ *ᵥ v) := by rw [hz, one_smul]
      _ = star z • v := by rw [mul_smul, h2]
  have h4 : U T * G = G * (U T)ᴴ := by
    rw [← chiral_propagator hT hH hU, ← mul_assoc, ← mul_assoc, hH.involution, one_mul]
  rw [Matrix.mulVec_mulVec, h4, ← Matrix.mulVec_mulVec, h3, Matrix.mulVec_smul]
```

Because G² = 1, G is injective and embeds the eigenspace at z in the one at z̄. This is the inequality `key`; applying it again at z̄ gives equality. `Module.finrank` of the eigenspace is the geometric multiplicity, which for a unitary matrix is also the algebraic one.

```lean
/-- For a chiral drive, `z` and its complex conjugate have equal multiplicity
as eigenvalues of the full propagator `U(T)`. -/
theorem conjugate_multiplicity {T : ℝ} (hT : 0 ≤ T) {H U : ℝ → Matrix n n ℂ}
    {G : Matrix n n ℂ} (hH : IsChiralDrive T H G) (hU : IsPropagator T H U) (z : ℂ) :
    Module.finrank ℂ (Module.End.eigenspace (Matrix.toLin' (U T)) z) =
      Module.finrank ℂ (Module.End.eigenspace (Matrix.toLin' (U T)) (star z)) := by
  have key : ∀ w : ℂ, Module.finrank ℂ (Module.End.eigenspace (Matrix.toLin' (U T)) w) ≤
      Module.finrank ℂ (Module.End.eigenspace (Matrix.toLin' (U T)) (star w)) := by
    intro w
    have hmap : ∀ x ∈ Module.End.eigenspace (Matrix.toLin' (U T)) w,
        Matrix.toLin' G x ∈ Module.End.eigenspace (Matrix.toLin' (U T)) (star w) := by
      intro x hx
      rw [Module.End.mem_eigenspace_iff, Matrix.toLin'_apply] at hx
      rw [Module.End.mem_eigenspace_iff, Matrix.toLin'_apply, Matrix.toLin'_apply]
      exact chiral_partner hT hH hU hx
    -- `G` is its own inverse, so it embeds one eigenspace in the other
    refine LinearMap.finrank_le_finrank_of_injective
      (f := (Matrix.toLin' G).restrict hmap) ?_
    intro x y hxy
    have h : G *ᵥ x.1 = G *ᵥ y.1 := congrArg Subtype.val hxy
    have h' := congrArg (fun u => G *ᵥ u) h
    simp only [Matrix.mulVec_mulVec, hH.involution, Matrix.one_mulVec] at h'
    exact Subtype.ext h'
  refine le_antisymm (key z) ?_
  have h := key (star z)
  rwa [star_star] at h
```

## Non-zero trace of G

The trace of G is the number of its +1 eigenvalues minus the number of its −1 eigenvalues. An imbalance forces an eigenvalue +1 or −1 of U, that is, a quasienergy 0 or π/T.

Let A = U − U†. The chiral relation gives

GA = U†G − UG = −AG.

If A were invertible, then G = −AGA⁻¹ and tr G = −tr G, so tr G = 0. Otherwise Av = 0 for some v ≠ 0, which means Uv = U†v and U²v = UU†v = v. If Uv + v = 0, then v has eigenvalue −1; if not, Uv + v has eigenvalue +1. The proof follows the same two cases.

```lean
/-- If `G` has non-zero trace, some non-zero state is returned by the full chiral drive
either unchanged or with its sign reversed. -/
theorem pinned_state {T : ℝ} (hT : 0 ≤ T) {H U : ℝ → Matrix n n ℂ}
    {G : Matrix n n ℂ} (hH : IsChiralDrive T H G) (hU : IsPropagator T H U)
    (hG : G.trace ≠ 0) : ∃ v : n → ℂ, v ≠ 0 ∧ (U T *ᵥ v = v ∨ U T *ᵥ v = -v) := by
  have hW := mul_eq_one_comm.1 (propagator_unitary hT hH.hermitian hU)
  have hGG := hH.involution
  -- `U - U†` anticommutes with `G`; since `G` has non-zero trace, it is singular
  have hA : G * (U T - (U T)ᴴ) = -((U T - (U T)ᴴ) * G) := by
    have h1 : G * (U T)ᴴ = U T * G := by
      rw [← chiral_propagator hT hH hU, ← mul_assoc, ← mul_assoc, hGG, one_mul]
    have h2 : (U T)ᴴ * G = G * U T := by
      rw [← chiral_propagator hT hH hU, mul_assoc, hGG, mul_one]
    rw [mul_sub, sub_mul, h1, h2, neg_sub]
  have hdet : (U T - (U T)ᴴ).det = 0 := by
    by_contra hne
    have hu : IsUnit (U T - (U T)ᴴ).det := isUnit_iff_ne_zero.2 hne
    have htr : G.trace = -G.trace := by
      calc G.trace = (G * (U T - (U T)ᴴ) * (U T - (U T)ᴴ)⁻¹).trace := by
            rw [mul_assoc, Matrix.mul_nonsing_inv _ hu, mul_one]
        _ = -G.trace := by
            rw [hA, neg_mul, Matrix.trace_neg, Matrix.trace_mul_cycle,
              Matrix.nonsing_inv_mul _ hu, one_mul]
    exact hG (self_eq_neg.1 htr)
  obtain ⟨v, hv0, hv⟩ := Matrix.exists_mulVec_eq_zero_iff.2 hdet
  rw [Matrix.sub_mulVec, sub_eq_zero] at hv
  have h2 : U T *ᵥ (U T *ᵥ v) = v := by
    rw [hv, Matrix.mulVec_mulVec, hW, Matrix.one_mulVec]
  by_cases h : U T *ᵥ v + v = 0
  · exact ⟨v, hv0, Or.inr (eq_neg_of_add_eq_zero_left h)⟩
  · exact ⟨U T *ᵥ v + v, h, Or.inl (by rw [Matrix.mulVec_add, h2, add_comm])⟩
```

The theorem provides at least one such vector and does not choose the sign. Every eigenvector of U returns to the same physical state; what is special here is that its phase factor is +1 or −1. With tr G = 0 there may be none: for G = σz and constant H = aσx the eigenvalues are exp(±iaT), which differ from ±1 unless sin(aT) = 0.

## A three-level drive that meets every hypothesis

In the rotating frame and the rotating-wave approximation, two lower levels couple resonantly to one upper level through a pulse p(t) = 6t(1−t), with accumulated area a(t) = 3t² − 2t³.

```lean
/-- A smooth pulse envelope on `[0, 1]`. -/
def pulse (t : ℝ) : ℝ := 6 * t * (1 - t)

/-- The pulse area accumulated up to time `t`. -/
def area (t : ℝ) : ℝ := 3 * t ^ 2 - 2 * t ^ 3

/-- Coupling of two lower levels to one upper level, with weights 3/5 and 4/5. -/
def coupling : Matrix (Fin 3) (Fin 3) ℂ := !![0, 0, 3/5; 0, 0, 4/5; 3/5, 4/5, 0]

/-- The sign matrix that is `+1` on the lower levels and `-1` on the upper level. -/
def grading : Matrix (Fin 3) (Fin 3) ℂ := !![1, 0, 0; 0, 1, 0; 0, 0, -1]
```

The Hamiltonian is H(t) = p(t)X, so the effective Rabi frequency is 2p(t) and a(t) is half the pulse area as usually defined. The coupling matrix X satisfies X³ = X, so the propagator closes after two powers:

U(t) = 1 + (cos a(t) − 1)X² − i sin a(t) X.

```lean
/-- The explicit propagator of the pulsed three-level system. -/
def lambdaU (t : ℝ) : Matrix (Fin 3) (Fin 3) ℂ :=
  1 + ((Real.cos (area t) : ℂ) - 1) • (coupling * coupling)
    - (I * (Real.sin (area t) : ℂ)) • coupling
```

The final theorem verifies the symmetry, the Schrödinger equation and tr G ≠ 0. The equation follows from a′ = p and `hX`, the identity X³ = X.

```lean
/-- The pulsed three-level system is a chiral drive with propagator `lambdaU`, and its
sign matrix has non-zero trace. -/
theorem chiral_drive_witness :
    IsChiralDrive 1 (fun t => (pulse t : ℂ) • coupling) grading ∧
      IsPropagator 1 (fun t => (pulse t : ℂ) • coupling) lambdaU ∧ grading.trace ≠ 0 := by
  have hX : coupling * (coupling * coupling) = coupling := by
    ext i j
    fin_cases i <;> fin_cases j <;>
      norm_num [coupling, Matrix.mul_apply, Fin.sum_univ_succ]
  have hherm : couplingᴴ = coupling := by
    ext i j
    fin_cases i <;> fin_cases j <;> simp [coupling, Matrix.conjTranspose_apply]
  have hanti : grading * coupling * grading = -coupling := by
    ext i j
    fin_cases i <;> fin_cases j <;>
      simp [coupling, grading, Matrix.mul_apply, Fin.sum_univ_succ]
  refine ⟨⟨?_, ?_, ?_⟩, ⟨?_, ?_⟩, ?_⟩
  · intro t _
    simp [Matrix.conjTranspose_smul, hherm]
  · ext i j
    fin_cases i <;> fin_cases j <;> simp [grading, Matrix.mul_apply, Fin.sum_univ_succ]
  · intro t _
    have hp : pulse (1 - t) = pulse t := by unfold pulse; ring
    simp only [Matrix.mul_smul, Matrix.smul_mul, hanti, hp, smul_neg]
  · simp [lambdaU, area]
  · intro t _ i j
    have hF : HasDerivAt area (pulse t) t := by
      refine (((hasDerivAt_pow 2 t).const_mul 3).fun_sub
        ((hasDerivAt_pow 3 t).const_mul 2)).congr_deriv ?_
      unfold pulse
      norm_num
      ring
    have h := ((((hF.cos.ofReal_comp).sub_const 1).mul_const
      ((coupling * coupling) i j)).const_add ((1 : Matrix (Fin 3) (Fin 3) ℂ) i j)).fun_sub
      (((hF.sin.ofReal_comp).const_mul I).mul_const (coupling i j))
    -- the cube of the coupling is the coupling itself, which closes the equation
    have hm : ((pulse t : ℂ) • coupling) * lambdaU t =
        ((pulse t : ℂ) * (Real.cos (area t) : ℂ)) • coupling
          - (I * (pulse t : ℂ) * (Real.sin (area t) : ℂ)) • (coupling * coupling) := by
      simp only [lambdaU, mul_sub, mul_add, mul_one, Matrix.smul_mul, Matrix.mul_smul, hX]
      module
    refine h.hasDerivWithinAt.congr_deriv ?_
    rw [hm]
    simp only [Matrix.smul_apply, Matrix.sub_apply, smul_eq_mul, Complex.ofReal_mul,
      Complex.ofReal_neg]
    linear_combination (-((Real.sin (area t) : ℂ) * (pulse t : ℂ) *
      (coupling * coupling) i j)) * Complex.I_sq
  · simp [grading, Matrix.trace, Fin.sum_univ_succ]

end

end ChiralDrivenSystem
```

```lean
#print axioms ChiralDrivenSystem.chiral_propagator
-- 'ChiralDrivenSystem.chiral_propagator' depends on axioms: [propext, Classical.choice, Quot.sound]
#print axioms ChiralDrivenSystem.conjugate_multiplicity
-- 'ChiralDrivenSystem.conjugate_multiplicity' depends on axioms: [propext, Classical.choice, Quot.sound]
#print axioms ChiralDrivenSystem.pinned_state
-- 'ChiralDrivenSystem.pinned_state' depends on axioms: [propext, Classical.choice, Quot.sound]
```

## The symmetry check in a time-stepping code

A code that multiplies exponentials exp(−iH(tₖ)δ), with step δ and tₖ at the interval midpoints, samples the drive symmetrically about T/2. For a chiral drive as defined above, its product then obeys G U G = U† for any number of equal steps, up to rounding; this is a short separate calculation, whereas the theorems above concern the continuous equation. A residual ‖GUG − U†‖ well above rounding therefore shows that the sampled Hamiltonian lacks the symmetry or Hermiticity, or that the exponentials or their product were computed wrongly or too inaccurately. A small residual says nothing about convergence in δ, and it does not exclude factors multiplied in the reverse order, because that product obeys the same relation. Sampling at the left endpoints generally breaks the relation at finite δ if H(0) ≠ 0; for a drive that vanishes at both ends, like the pulse above, the relation still holds.
